# Zero sound is faster than hydrodynamic sound in a two-dimensional Fermi liquid with constant Landau repulsion

The speed of a density wave in a neutral two-dimensional Fermi liquid gives an interaction strength through a collisionless formula when collisions are rare over a wave period, and through a hydrodynamic formula when they are frequent. Let $s$ be the speed in units of the Fermi velocity and $F$ the dimensionless Landau parameter, taken constant around the Fermi circle (textbook $F_0^s$, all higher parameters zero). For $F>0$ the two formulas are

$$s_0=\frac{1+F}{\sqrt{1+2F}},\qquad s_1=\sqrt{\frac{1+F}{2}},$$

with $s_0>s_1$ and $s_0/s_1\to1$ as $F\to\infty$.

```lean
import Mathlib

open Real Filter Topology

namespace ZeroSoundTwoDim

noncomputable section
```

## One kinetic equation, two kinds of mode

Let $\theta$ be the angle between the quasiparticle momentum and the wavevector. Averages over the Fermi circle are $\langle f\rangle=\frac1{2\pi}\int_0^{2\pi}f\,d\theta$.

```lean
/-- The average of a function of the angle over the Fermi circle. -/
def angleMean (f : ℝ → ℝ) : ℝ := (∫ θ in (0 : ℝ)..2 * π, f θ) / (2 * π)
```

For a plane wave, a deformation $\nu(\theta)$ of the Fermi circle obeys the linearised collisionless equation $(s-\cos\theta)\,\nu-F\cos\theta\,\langle\nu\rangle=0$. Its left side is the residual.

```lean
/-- The left side of the linearised collisionless kinetic equation for a deformation `ν` of the
Fermi circle moving at speed `s` (in Fermi velocities), with constant Landau interaction `F`. -/
def kineticResidual (F s : ℝ) (ν : ℝ → ℝ) (θ : ℝ) : ℝ :=
  (s - cos θ) * ν θ - F * cos θ * angleMean ν
```

Zero sound is a nonzero $\nu$ whose residual vanishes at every angle, with $s>1$. In Lean $\nu$ is any real function; for $s>1$ the equation itself makes it smooth and periodic. The definition below leaves $s$ free, and the theorems add $s>1$: for $|s|\le1$ a function supported only where $\cos\theta=s$ also satisfies it.

```lean
/-- A nonzero deformation that solves the kinetic equation at every angle. For `s > 1` this is a
zero-sound mode. -/
def IsZeroSoundMode (F s : ℝ) (ν : ℝ → ℝ) : Prop :=
  ν ≠ 0 ∧ ∀ θ, kineticResidual F s ν θ = 0
```

Frequent collisions relax all harmonics except density and current, and conserve particle number and momentum. The hydrodynamic definition postulates this outcome: $\nu=a+b\cos\theta$, with only the two conserved moments of the residual required to vanish.

```lean
/-- A hydrodynamic mode: a nonzero deformation with density and current harmonics only, for which
the density and momentum moments of the kinetic equation hold. -/
def IsHydrodynamicMode (F s : ℝ) (ν : ℝ → ℝ) : Prop :=
  ν ≠ 0 ∧ (∃ a b : ℝ, ν = fun θ => a + b * cos θ) ∧
    angleMean (kineticResidual F s ν) = 0 ∧
    angleMean (fun θ => cos θ * kineticResidual F s ν θ) = 0
```

No collision integral appears, so assigning the two definitions to low and high collision rates, relative to the wave frequency, is a physical step that the hypotheses leave open.

The speeds $s_0$ and $s_1$ are named separately from the modes; the theorems connect them.

```lean
/-- The zero-sound speed in Fermi velocities, for `F > 0`. -/
def zeroSoundSpeed (F : ℝ) : ℝ := (1 + F) / √(1 + 2 * F)

/-- The hydrodynamic sound speed in Fermi velocities, for `F ≥ -1`. -/
def hydroSpeed (F : ℝ) : ℝ := √((1 + F) / 2)
```

## The collisionless speed

For $s>1$ put $r=\sqrt{s^2-1}$, $D=s+r-\cos\theta$ and $u=\sin\theta/D$. Since $(s+r)(s-r)=1$,

$$1+u^2=\frac{2(s+r)(s-\cos\theta)}{D^2},\qquad u'=\frac{(s+r)(r-s+\cos\theta)}{D^2}.$$

Hence $2(\arctan u)'=r/(s-\cos\theta)-1$, and

$$\frac{d}{d\theta}\left[\frac sr\,(\theta+2\arctan u)-\theta\right]=\frac{\cos\theta}{s-\cos\theta}.$$

The bracket has no jumps, and $u=0$ at both endpoints, so the average is $s/r-1$. In the proof, `hden` is the first displayed identity, `hnum` rewrites the numerator of $u'$ as in the second, and `key` evaluates $u'/(1+u^2)$.

```lean
/-- For `s > 1` the average of `cos θ / (s - cos θ)` over the Fermi circle is
`s / √(s² - 1) - 1`. -/
theorem angleMean_response {s : ℝ} (hs : 1 < s) :
    angleMean (fun θ => cos θ / (s - cos θ)) = s / √(s ^ 2 - 1) - 1 := by
  have hr : 0 < √(s ^ 2 - 1) := Real.sqrt_pos.2 (by nlinarith)
  have hr2 : √(s ^ 2 - 1) ^ 2 = s ^ 2 - 1 := Real.sq_sqrt (by nlinarith)
  generalize √(s ^ 2 - 1) = r at hr hr2 ⊢
  have hpos : ∀ θ, s - cos θ ≠ 0 := fun θ =>
    (by linarith [Real.cos_le_one θ] : 0 < s - cos θ).ne'
  -- an antiderivative without jumps on the circle
  have hd : ∀ θ, HasDerivAt
      (fun t => s / r * (t + 2 * arctan (sin t / (s + r - cos t))) - t)
      (cos θ / (s - cos θ)) θ := by
    intro θ
    have h1 := hpos θ
    have h2 : s + r - cos θ ≠ 0 :=
      (by linarith [Real.cos_le_one θ] : 0 < s + r - cos θ).ne'
    have h4 : s + r ≠ 0 := (by linarith : 0 < s + r).ne'
    have sc := Real.sin_sq_add_cos_sq θ
    have hq := (Real.hasDerivAt_sin θ).fun_div
      ((Real.hasDerivAt_cos θ).const_sub (s + r)) h2
    have h := (((hasDerivAt_id' θ).fun_add (hq.arctan.const_mul 2)).const_mul
      (s / r)).fun_sub (hasDerivAt_id' θ)
    refine h.congr_deriv ?_
    have hu : sin θ / (s + r - cos θ) * (s + r - cos θ) = sin θ := div_mul_cancel₀ _ h2
    have hden : 1 + (sin θ / (s + r - cos θ)) ^ 2
        = 2 * (s + r) * (s - cos θ) / (s + r - cos θ) ^ 2 := by
      rw [eq_div_iff (pow_ne_zero 2 h2)]
      linear_combination (sin θ / (s + r - cos θ) * (s + r - cos θ) + sin θ) * hu + hr2 + sc
    have hnum : cos θ * (s + r - cos θ) - sin θ * (- -sin θ)
        = (s + r) * (r - (s - cos θ)) := by
      linear_combination -sc - hr2
    have key : 1 / (1 + (sin θ / (s + r - cos θ)) ^ 2) *
        ((cos θ * (s + r - cos θ) - sin θ * (- -sin θ)) / (s + r - cos θ) ^ 2)
        = (r / (s - cos θ) - 1) / 2 := by
      rw [hden, hnum]
      field_simp
    have h3 : s / r * (r / (s - cos θ)) - 1 = cos θ / (s - cos θ) := by
      field_simp
      ring
    linear_combination (2 * s / r) * key + h3
  have hcont : Continuous fun θ => cos θ / (s - cos θ) :=
    Real.continuous_cos.div (continuous_const.sub Real.continuous_cos) hpos
  unfold angleMean
  rw [intervalIntegral.integral_eq_sub_of_hasDerivAt (fun θ _ => hd θ)
    (hcont.intervalIntegrable _ _)]
  simp only [Real.sin_two_pi, Real.sin_zero, zero_div, Real.arctan_zero]
  have hpi := Real.pi_ne_zero
  field_simp
  ring
```

The equation $F(s/r-1)=1$ gives $Fs=(1+F)r$. Squaring yields $(1+2F)s^2=(1+F)^2$, whose positive root is $s_0$. Conversely, $s_0^2-1=F^2/(1+2F)>0$, so $s_0/r=(1+F)/F$ and the equation holds. The "iff" states both that $s_0$ is a root above 1 and that there is no other.

```lean
/-- For `F > 0` the dispersion equation `F ⟨cos θ / (s - cos θ)⟩ = 1` has exactly one root
`s > 1`, the speed `(1 + F) / √(1 + 2F)`. -/
theorem zeroSound_root_iff {F : ℝ} (hF : 0 < F) (s : ℝ) :
    (1 < s ∧ F * angleMean (fun θ => cos θ / (s - cos θ)) = 1) ↔ s = zeroSoundSpeed F := by
  have hw : 0 < √(1 + 2 * F) := Real.sqrt_pos.2 (by linarith)
  have hw2 : √(1 + 2 * F) ^ 2 = 1 + 2 * F := Real.sq_sqrt (by linarith)
  constructor
  · rintro ⟨hs, h⟩
    rw [angleMean_response hs] at h
    have hr : 0 < √(s ^ 2 - 1) := Real.sqrt_pos.2 (by nlinarith)
    have hr2 : √(s ^ 2 - 1) ^ 2 = s ^ 2 - 1 := Real.sq_sqrt (by nlinarith)
    generalize √(s ^ 2 - 1) = r at h hr hr2
    have hm : s / r * r = s := div_mul_cancel₀ _ hr.ne'
    have h1 : F * s = (1 + F) * r := by linear_combination r * h - F * hm
    -- square the equation to remove the root
    rw [zeroSoundSpeed, eq_div_iff hw.ne']
    refine (sq_eq_sq₀ (by positivity) (by positivity)).1 ?_
    linear_combination s ^ 2 * hw2 - (F * s + (1 + F) * r) * h1 - (1 + F) ^ 2 * hr2
  · rintro rfl
    have hs : 1 < zeroSoundSpeed F := by
      rw [zeroSoundSpeed, lt_div_iff₀ hw, one_mul, Real.sqrt_lt' (by linarith)]
      nlinarith
    refine ⟨hs, ?_⟩
    have hsq : zeroSoundSpeed F ^ 2 - 1 = (F / √(1 + 2 * F)) ^ 2 := by
      rw [zeroSoundSpeed, div_pow, div_pow, hw2]
      field_simp
      ring
    rw [angleMean_response hs, hsq, Real.sqrt_sq (by positivity), zeroSoundSpeed]
    field_simp
    ring
```

The kinetic equation gives $\nu=F\langle\nu\rangle\cos\theta/(s-\cos\theta)$. If $\langle\nu\rangle$ were zero, $\nu$ would vanish; otherwise, averaging and dividing by $\langle\nu\rangle$ gives the dispersion equation. Conversely, at the root $\nu=\cos\theta/(s-\cos\theta)$ is a mode, because $F\langle\nu\rangle=1$; it is nonzero at $\theta=0$.

```lean
/-- For `F > 0` the collisionless kinetic equation has a zero-sound mode with speed `s > 1`
exactly when `s = (1 + F) / √(1 + 2F)`. -/
theorem zeroSound_mode_iff {F : ℝ} (hF : 0 < F) (s : ℝ) :
    (1 < s ∧ ∃ ν, IsZeroSoundMode F s ν) ↔ s = zeroSoundSpeed F := by
  rw [← zeroSound_root_iff hF]
  refine and_congr_right fun hs => ?_
  have hpos : ∀ θ, s - cos θ ≠ 0 := fun θ =>
    (by linarith [Real.cos_le_one θ] : 0 < s - cos θ).ne'
  have hlin : ∀ (a : ℝ) (f : ℝ → ℝ), angleMean (fun θ => a * f θ) = a * angleMean f := by
    intro a f
    simp only [angleMean, intervalIntegral.integral_const_mul, mul_div_assoc]
  constructor
  · rintro ⟨ν, hne, h⟩
    -- the kinetic equation fixes the shape of the deformation
    have hν : ν = fun θ => F * angleMean ν * (cos θ / (s - cos θ)) := by
      funext θ
      have hθ := h θ
      unfold kineticResidual at hθ
      rw [← mul_div_assoc, eq_div_iff (hpos θ)]
      linear_combination hθ
    have hM := (congrArg angleMean hν).trans (hlin _ _)
    have hM0 : angleMean ν ≠ 0 := by
      intro h0
      apply hne
      funext θ
      have hθ := congrFun hν θ
      simpa [h0] using hθ
    exact mul_left_cancel₀ hM0 (by linear_combination -hM)
  · intro h
    refine ⟨fun θ => cos θ / (s - cos θ), fun h0 => ?_, fun θ => ?_⟩
    · have h1 : cos 0 / (s - cos 0) = 0 := congrFun h0 0
      rw [Real.cos_zero] at h1
      exact (one_div_pos.2 (by linarith : 0 < s - 1)).ne' h1
    · have hc : (s - cos θ) * (cos θ / (s - cos θ)) = cos θ := mul_div_cancel₀ _ (hpos θ)
      unfold kineticResidual
      linear_combination hc - cos θ * h
```

## The hydrodynamic speed

The moments need $\langle\cos\theta\rangle=\langle\cos^3\theta\rangle=0$ and $\langle\cos^2\theta\rangle=\tfrac12$. These follow from the antiderivatives $\sin\theta$, $\sin\theta-\tfrac13\sin^3\theta$ and $\tfrac12(\theta+\sin\theta\cos\theta)$.

```lean
/-- The average of a cubic polynomial in `cos θ` over the Fermi circle is its constant term plus
half its quadratic coefficient. -/
theorem angleMean_cubic (a b c d : ℝ) :
    angleMean (fun θ => a + b * cos θ + c * cos θ ^ 2 + d * cos θ ^ 3) = a + c / 2 := by
  have hd : ∀ θ, HasDerivAt (fun t => a * t + b * sin t + c / 2 * (t + sin t * cos t)
      + d * (sin t - 1 / 3 * (sin t * (sin t * sin t))))
      (a + b * cos θ + c * cos θ ^ 2 + d * cos θ ^ 3) θ := by
    intro θ
    have hS := Real.hasDerivAt_sin θ
    have hI := hasDerivAt_id' θ
    have h := (((hI.const_mul a).fun_add (hS.const_mul b)).fun_add
      ((hI.fun_add (hS.fun_mul (Real.hasDerivAt_cos θ))).const_mul (c / 2))).fun_add
      ((hS.fun_sub ((hS.fun_mul (hS.fun_mul hS)).const_mul (1 / 3))).const_mul d)
    refine h.congr_deriv ?_
    linear_combination (-c / 2 - d * cos θ) * Real.sin_sq_add_cos_sq θ
  unfold angleMean
  rw [intervalIntegral.integral_eq_sub_of_hasDerivAt (fun θ _ => hd θ)
    (Continuous.intervalIntegrable (by fun_prop) _ _)]
  simp only [Real.sin_two_pi, Real.sin_zero]
  have hpi := Real.pi_ne_zero
  field_simp
  ring
```

For $\nu=a+b\cos\theta$ we have $\langle\nu\rangle=a$, and the residual is

$$sa+\bigl(sb-(1+F)a\bigr)\cos\theta-b\cos^2\theta.$$

Its average is $sa-b/2$; its average after multiplication by $\cos\theta$ is $\tfrac12\bigl(sb-(1+F)a\bigr)$.

```lean
/-- The density and momentum moments of the kinetic equation for the deformation
`a + b cos θ`. -/
theorem hydro_moments (F s a b : ℝ) :
    angleMean (kineticResidual F s fun θ => a + b * cos θ) = s * a - b / 2 ∧
    angleMean (fun θ => cos θ * kineticResidual F s (fun θ => a + b * cos θ) θ)
      = (s * b - (1 + F) * a) / 2 := by
  have hm : angleMean (fun θ => a + b * cos θ) = a := by
    simpa using angleMean_cubic a b 0 0
  constructor
  · have e : (kineticResidual F s fun θ => a + b * cos θ) = fun θ =>
        s * a + (s * b - (1 + F) * a) * cos θ + (-b) * cos θ ^ 2 + 0 * cos θ ^ 3 := by
      funext θ
      simp only [kineticResidual, hm]
      ring
    rw [e, angleMean_cubic]
    ring
  · have e : (fun θ => cos θ * kineticResidual F s (fun θ => a + b * cos θ) θ) = fun θ =>
        0 + s * a * cos θ + (s * b - (1 + F) * a) * cos θ ^ 2 + (-b) * cos θ ^ 3 := by
      funext θ
      simp only [kineticResidual, hm]
      ring
    rw [e, angleMean_cubic]
    ring
```

Setting both to zero gives $b=2sa$ and $2s^2a=(1+F)a$. Here $a\ne0$, since otherwise $\nu=0$, so $s^2=(1+F)/2$. For the converse, take $a=1$, $b=2s$. The condition $F>-1$ means positive compressibility, and $s>0$ selects one direction of travel.

```lean
/-- For `F > -1` a hydrodynamic mode with speed `s > 0` exists exactly when
`s = √((1 + F) / 2)`. -/
theorem hydro_mode_iff {F : ℝ} (hF : -1 < F) (s : ℝ) :
    (0 < s ∧ ∃ ν, IsHydrodynamicMode F s ν) ↔ s = hydroSpeed F := by
  constructor
  · rintro ⟨hs, ν, hne, ⟨a, b, rfl⟩, h1, h2⟩
    rw [(hydro_moments F s a b).1] at h1
    rw [(hydro_moments F s a b).2] at h2
    have hb : b = 2 * s * a := by linarith
    have ha : a ≠ 0 := by
      intro h0
      apply hne
      funext θ
      simp [hb, h0]
    have hsq : s ^ 2 = (1 + F) / 2 := by
      rw [hb] at h2
      exact mul_left_cancel₀ ha (by linear_combination h2)
    rw [hydroSpeed, ← hsq, Real.sqrt_sq hs.le]
  · intro h
    have hs : 0 < s := by
      rw [h]
      exact Real.sqrt_pos.2 (by linarith)
    have hsq : s ^ 2 = (1 + F) / 2 := by
      rw [h]
      exact Real.sq_sqrt (by linarith)
    refine ⟨hs, fun θ => 1 + 2 * s * cos θ, fun h0 => ?_, ⟨1, 2 * s, rfl⟩, ?_, ?_⟩
    · have h1 : 1 + 2 * s * cos (π / 2) = 0 := congrFun h0 (π / 2)
      rw [Real.cos_pi_div_two] at h1
      linarith
    · rw [(hydro_moments F s 1 (2 * s)).1]
      ring
    · rw [(hydro_moments F s 1 (2 * s)).2]
      linear_combination hsq
```

## How far apart the speeds are

Comparing squares, $(1+F)^2/(1+2F)>(1+F)/2$ reduces to $2+2F>1+2F$.

```lean
/-- For `F > 0` zero sound is strictly faster than hydrodynamic sound. -/
theorem hydroSpeed_lt_zeroSoundSpeed {F : ℝ} (hF : 0 < F) :
    hydroSpeed F < zeroSoundSpeed F := by
  unfold hydroSpeed zeroSoundSpeed
  rw [Real.sqrt_lt' (by positivity), div_pow, Real.sq_sqrt (by linarith),
    div_lt_div_iff₀ (by norm_num) (by linarith)]
  nlinarith
```

The squared ratio is

$$\frac{s_0^2}{s_1^2}=\frac{2(1+F)}{1+2F}=1+\frac1{1+2F}\to1.$$

Lean takes the limit of the square root of the right side, then identifies it with the ratio for all $F>0$.

```lean
/-- The ratio of the zero-sound speed to the hydrodynamic speed tends to one as the interaction
`F` tends to infinity. -/
theorem speed_ratio_tendsto_one :
    Tendsto (fun F => zeroSoundSpeed F / hydroSpeed F) atTop (𝓝 1) := by
  have h0 : Tendsto (fun F : ℝ => (1 + 2 * F)⁻¹) atTop (𝓝 0) :=
    tendsto_inv_atTop_zero.comp
      (tendsto_atTop_add_const_left _ 1 (tendsto_id.const_mul_atTop two_pos))
  have h1 := (h0.const_add 1).sqrt
  rw [add_zero, Real.sqrt_one] at h1
  refine h1.congr' ?_
  filter_upwards [eventually_gt_atTop (0 : ℝ)] with F hF
  -- the squared ratio is 1 + 1 / (1 + 2F)
  have hsq : 1 + (1 + 2 * F)⁻¹ = (zeroSoundSpeed F / hydroSpeed F) ^ 2 := by
    unfold zeroSoundSpeed hydroSpeed
    rw [div_pow, div_pow, Real.sq_sqrt (by linarith), Real.sq_sqrt (by linarith)]
    field_simp
    ring
  rw [hsq, Real.sqrt_sq]
  unfold zeroSoundSpeed hydroSpeed
  positivity

end

end ZeroSoundTwoDim
```

```lean
#print axioms ZeroSoundTwoDim.zeroSound_mode_iff
-- 'ZeroSoundTwoDim.zeroSound_mode_iff' depends on axioms: [propext, Classical.choice, Quot.sound]
#print axioms ZeroSoundTwoDim.hydro_mode_iff
-- 'ZeroSoundTwoDim.hydro_mode_iff' depends on axioms: [propext, Classical.choice, Quot.sound]
#print axioms ZeroSoundTwoDim.hydroSpeed_lt_zeroSoundSpeed
-- 'ZeroSoundTwoDim.hydroSpeed_lt_zeroSoundSpeed' depends on axioms: [propext, Classical.choice, Quot.sound]
#print axioms ZeroSoundTwoDim.speed_ratio_tendsto_one
-- 'ZeroSoundTwoDim.speed_ratio_tendsto_one' depends on axioms: [propext, Classical.choice, Quot.sound]
```

For $F=4$, $s_0=5/3\approx1.667$ and $s_1=\sqrt{5/2}\approx1.581$, a ratio of about $1.054$. Reading the collisionless speed $5/3$ with the hydrodynamic formula would give $F=2s^2-1=41/9\approx4.56$ instead of 4.

At weak coupling, $F\to0^+$, the speeds tend to $1$ and $1/\sqrt2$, so their ratio approaches $\sqrt2$.
